# Three classical unit spins, up-up-down, with equal antiferromagnetic exchange on each pair: the energy is −1 in units of the coupling

The theorem `upUpDown_energy` concerns three classical spin vectors in three-dimensional spin space, two pointing along +z and one along −z. It states that each has unit length, that all three lie along one common axis, and that their isotropic antiferromagnetic exchange energy is −1 in units of the coupling, with every pair coupled equally and counted once. The attempt proves the first two claims by checking each spin in turn. For the energy it uses `exchange_three` to write the sum as the three dot products on the bonds of a triangle, then asks `norm_num` to compute them from the components.

The first attempt, which Lean rejects:

```lean
import Mathlib

open Matrix

namespace NoncollinearExchange

noncomputable section

/-- A configuration of `N` classical spin vectors in three-dimensional spin space. -/
abbrev Spins (N : ℕ) := Fin N → Fin 3 → ℝ

/-- Every spin has unit length. -/
def UnitSpins {N : ℕ} (S : Spins N) : Prop := ∀ i, S i ⬝ᵥ S i = 1

/-- Isotropic antiferromagnetic exchange energy, in units of the coupling, with every pair
of spins coupled equally; the factor one half makes each pair count once. -/
def exchange {N : ℕ} (S : Spins N) : ℝ :=
  (1 / 2) * ∑ i, ∑ j ∈ Finset.univ.erase i, S i ⬝ᵥ S j

/-- All spins lie along one common axis. -/
def IsCollinear {N : ℕ} (S : Spins N) : Prop :=
  ∃ e : Fin 3 → ℝ, ∀ i, ∃ s : ℝ, S i = s • e

/-- For three spins the exchange energy is the sum over the three bonds of the triangle. -/
lemma exchange_three (S : Spins 3) :
    exchange S = S 0 ⬝ᵥ S 1 + S 1 ⬝ᵥ S 2 + S 2 ⬝ᵥ S 0 := by
  have e0 : Finset.univ.erase (0 : Fin 3) = {1, 2} := by decide
  have e1 : Finset.univ.erase (1 : Fin 3) = {0, 2} := by decide
  have e2 : Finset.univ.erase (2 : Fin 3) = {0, 1} := by decide
  unfold exchange
  rw [Fin.sum_univ_three, e0, e1, e2, Finset.sum_pair (show (1 : Fin 3) ≠ 2 by decide),
    Finset.sum_pair (show (0 : Fin 3) ≠ 2 by decide),
    Finset.sum_pair (show (0 : Fin 3) ≠ 1 by decide),
    dotProduct_comm (S 1) (S 0), dotProduct_comm (S 2) (S 1), dotProduct_comm (S 0) (S 2)]
  ring

/-- The up-up-down configuration of three spins. -/
def upUpDown : Spins 3 := ![![0, 0, 1], ![0, 0, 1], ![0, 0, -1]]

/-- The up-up-down configuration consists of collinear unit spins and has energy `-1`. -/
theorem upUpDown_energy :
    UnitSpins upUpDown ∧ IsCollinear upUpDown ∧ exchange upUpDown = -1 := by
  refine ⟨?_, ⟨![0, 0, 1], fun i => ⟨(![1, 1, -1] : Fin 3 → ℝ) i, ?_⟩⟩, ?_⟩
  · intro i
    fin_cases i <;> simp [upUpDown, dotProduct, Fin.sum_univ_three]
  · fin_cases i <;> simp [upUpDown]
  · rw [exchange_three]
    norm_num [upUpDown, dotProduct, Fin.sum_univ_three]

end

end NoncollinearExchange
```

Compiling this gives:

```
Main.lean:47:2: error: unsolved goals
case refine_3
⊢ ![0, 0, 1] 2 * ![0, 0, 1] 2 +
        ![0, 0, 1] 2 * vecCons (![0, 0, 1] 2) (fun i => vecCons (![0, 0, 1] 2) (fun i => ![0, 0, -1] 2) i) 2 +
      vecCons (![0, 0, 1] 2) (fun i => vecCons (![0, 0, 1] 2) (fun i => ![0, 0, -1] 2) i) 2 * ![0, 0, 1] 2 =
    -1
```

The repair, with which the file compiles:

```diff
@@ -46,5 +46,5 @@
   · fin_cases i <;> simp [upUpDown]
   · rw [exchange_three]
-    norm_num [upUpDown, dotProduct, Fin.sum_univ_three]
+    simp [upUpDown, dotProduct, Fin.sum_univ_three]
 
 end
```

What went wrong. The message says that `norm_num` left the energy goal unfinished. What remains is true arithmetic, 1 − 1 − 1 = −1, but the numbers are still hidden in vector lookups such as `![0, 0, 1] 2`, the z component of an up spin. The nested `vecCons` terms are the z component of the third spin, likewise not yet read off.

Every lookup left over is at index 2. Entries at indices 0 and 1 have simp lemmas of their own, which `norm_num` can use. Reading off the entry at index 2 here falls to `Matrix.cons_val`, a simplification procedure (simproc) rather than an ordinary lemma. `simp` runs such procedures by default, but `norm_num` does not, so it never reached plain numbers at these places.

The repair replaces `norm_num` with `simp` and keeps the same list of definitions and lemmas. `simp` evaluates the remaining lookups, and the arithmetic that is left is simple enough for it to close the goal.
